# The first Onsager charge commutes with $A + kB$ for all $k$ exactly when the Dolan-Grady relations hold

Q: Take two operators $A$ and $B$, a coupling $k$, the Hamiltonian $H = A + kB$ and the commutator $[x,y] = xy - yx$, with no factor of $i$ or $\hbar$. Your setting has no Hilbert space. What are $A$ and $B$ there?

A: They are elements of an associative algebra $\mathcal{A}$ with unit over a commutative ring $R$. The scalars, $k$ among them, lie in $R$ and pass through every product. Complex matrices and bounded operators are examples, with $R = \mathbb{C}$ or $\mathbb{R}$. Unbounded operators enter only through an algebra in which all products are defined, and domain questions aren't treated.

```lean
import Mathlib

open Complex

namespace OnsagerCharge

section Algebraic

variable {R 𝒜 : Type*} [CommRing R] [Ring 𝒜] [Algebra R 𝒜]

/-- The commutator `[x, y] = x y - y x`. -/
def comm (x y : 𝒜) : 𝒜 := x * y - y * x
```

For a scalar $c$, the Dolan-Grady relations are
$$[A,[A,[A,B]]] = c\,[A,B], \qquad [B,[B,[B,A]]] = c\,[B,A],$$
with the same $c$ in both. The first Onsager charge is
$$Q = Q_0 + k\,Q_1, \qquad Q_0 = [A,[A,B]] - cB, \qquad Q_1 = [B,[B,A]] - cA.$$

```lean
/-- The Dolan-Grady relations with constant `c`: `[A,[A,[A,B]]] = c [A,B]` and
`[B,[B,[B,A]]] = c [B,A]`. -/
def DolanGrady (c : R) (A B : 𝒜) : Prop :=
  comm A (comm A (comm A B)) = c • comm A B ∧ comm B (comm B (comm B A)) = c • comm B A

/-- The Hamiltonian `H = A + k B` with coupling `k`. -/
def hamiltonian (k : R) (A B : 𝒜) : 𝒜 := A + k • B

/-- The first Onsager charge `Q = [A,[A,B]] - c B + k ([B,[B,A]] - c A)`. -/
def charge (c k : R) (A B : 𝒜) : 𝒜 :=
  comm A (comm A B) - c • B + k • (comm B (comm B A) - c • A)
```

Q: The relations are a postulate. What physics do they stand for?

A: A selection rule. For matrices with $A$ diagonalisable, for instance Hermitian, take a basis of eigenvectors of $A$ with eigenvalues $a_i$, and let $B_{ij}$ be the elements of $B$. The first relation reads $(a_i - a_j)\big((a_i - a_j)^2 - c\big) B_{ij} = 0$, so $B$ connects only levels of $A$ whose difference is $0$ or $\pm\sqrt{c}$. When $B$ is diagonalisable, the second says the same with the roles exchanged and the same spacing. The relations `DolanGrady c A B` are verified below in two cases: for any pair with $A^2 = B^2 = 1$, and for one explicit model of two spins.

Q: Show me the commutator $[H,Q]$ the way I would work it out.

A: Bilinearity gives
$$[H,Q] = [A,Q_0] + k\big([A,Q_1] + [B,Q_0]\big) + k^2\,[B,Q_1].$$
The outer terms are the defects of the two relations,
$$D_1 = [A,Q_0] = [A,[A,[A,B]]] - c[A,B], \qquad D_2 = [B,Q_1] = [B,[B,[B,A]]] - c[B,A].$$
In the middle term $[A,cA] = [B,cB] = 0$, which leaves $[A,[B,[B,A]]] + [B,[A,[A,B]]]$. Put $C = [A,B]$, so that $[B,A] = -C$ and the sum is $-[A,[B,C]] + [B,[A,C]]$. The Jacobi identity gives $[A,[B,C]] - [B,[A,C]] = [[A,B],C] = [C,C] = 0$. The term linear in $k$ therefore vanishes for any $A$ and $B$. Lean doesn't invoke Jacobi: `noncomm_ring` expands both commutators into words of four letters, which cancel.

```lean
/-- For arbitrary operators the two mixed triple commutators cancel:
`[A,[B,[B,A]]] + [B,[A,[A,B]]] = 0`. -/
theorem mixed_terms_cancel (A B : 𝒜) :
    comm A (comm B (comm B A)) + comm B (comm A (comm A B)) = 0 := by
  unfold comm
  noncomm_ring
```

What remains is $[H,Q] = D_1 + k^2 D_2$, with no hypothesis. In the proof, `h` is the three-term expansion: `simp only` distributes the products and pulls out the scalars, and `module` compares the coefficient of each word. Rewriting with `mixed_terms_cancel` removes the middle term.

```lean
/-- For arbitrary operators, `[H, Q]` is the defect of the first Dolan-Grady relation plus
`k²` times the defect of the second. -/
theorem comm_hamiltonian_charge (c k : R) (A B : 𝒜) :
    comm (hamiltonian k A B) (charge c k A B) =
      (comm A (comm A (comm A B)) - c • comm A B)
        + k ^ 2 • (comm B (comm B (comm B A)) - c • comm B A) := by
  -- expand by bilinearity in powers of k
  have h : comm (hamiltonian k A B) (charge c k A B) =
      (comm A (comm A (comm A B)) - c • comm A B)
        + k • (comm A (comm B (comm B A)) + comm B (comm A (comm A B)))
        + k ^ 2 • (comm B (comm B (comm B A)) - c • comm B A) := by
    simp only [comm, hamiltonian, charge, mul_add, add_mul, mul_sub, sub_mul, smul_mul_assoc,
      mul_smul_comm, mul_assoc]
    module
  -- the term linear in k drops out
  rw [h, mixed_terms_cancel, smul_zero, add_zero]
```

Q: And the main statement?

A: If both relations hold, then for every $k$ in $R$, `Commute (hamiltonian k A B) (charge c k A B)` holds, which means $HQ = QH$ with the same $k$ in both operators. The proof substitutes `h.1` and `h.2`, so that $D_1 = D_2 = 0$, and turns $HQ - QH = 0$ into the equality.

```lean
/-- If `A` and `B` obey the Dolan-Grady relations, the first Onsager charge commutes with
`H = A + k B` for every coupling `k`. -/
theorem charge_commutes {c : R} {A B : 𝒜} (h : DolanGrady c A B) (k : R) :
    Commute (hamiltonian k A B) (charge c k A B) := by
  have h0 := comm_hamiltonian_charge c k A B
  rw [h.1, h.2, sub_self, sub_self, smul_zero, add_zero] at h0
  exact sub_eq_zero.mp h0
```

Q: Perhaps the hypothesis is far stronger than needed.

A: For the whole family of couplings it is exactly what is needed. Suppose $D_1 + k^2 D_2 = 0$ for all $k$, which is `hz`. Setting $k = 0$ gives $D_1 = 0$ (`h0`), and $k = 1$ then gives $D_2 = 0$ (`h1`). No division occurs, so any commutative ring will do. The quantifier matters: commutation at a single $k$ says only that the combination $D_1 + k^2 D_2$ vanishes.

```lean
/-- The charge commutes with `H = A + k B` for all couplings `k` exactly when the
Dolan-Grady relations hold. -/
theorem charge_commutes_iff (c : R) (A B : 𝒜) :
    (∀ k : R, Commute (hamiltonian k A B) (charge c k A B)) ↔ DolanGrady c A B := by
  refine ⟨fun h => ?_, fun h k => charge_commutes h k⟩
  have hz : ∀ k : R, (comm A (comm A (comm A B)) - c • comm A B)
      + k ^ 2 • (comm B (comm B (comm B A)) - c • comm B A) = 0 := by
    intro k
    rw [← comm_hamiltonian_charge]
    exact sub_eq_zero.mpr (h k).eq
  -- k = 0 isolates the first relation, k = 1 then gives the second
  have h0 := hz 0
  rw [zero_pow two_ne_zero, zero_smul, add_zero] at h0
  have h1 := hz 1
  rw [h0, one_pow, one_smul, zero_add] at h1
  exact ⟨sub_eq_zero.mp h0, sub_eq_zero.mp h1⟩
```

Q: Give me a case where one relation holds, the other fails, and conservation breaks.

A: Let $X, Y, Z$ be the Pauli matrices, each squaring to $1$, and take $A = X$, $B = 2Z$, $c = 4$. Then $[A,[A,B]] = 8Z = 4B$, so $Q_0 = 0$ and the first relation holds. But $[B,[B,A]] = 16X$, so $Q_1 = 12X$ and $Q = 12kX$. With $[Z,X] = 2iY$,
$$[H,Q] = [X + 2kZ,\,12kX] = 48\,i\,k^2\,Y,$$
which is nonzero for $k \neq 0$. Each relation would hold with a constant of its own, $4$ and $16$, and the mismatch spoils the commutation.

Q: A conserved quantity should be an observable. Nothing so far mentions adjoints.

A: Add an involution `star`, written $\dagger$, on $R$ and on $\mathcal{A}$. It reverses products, and `StarModule R 𝒜` says $(kx)^\dagger = k^\dagger x^\dagger$. Over $\mathbb{C}$, `IsSelfAdjoint c` means that $c$ is real. Expanding, $[A,[A,B]] = A^2B - 2ABA + BA^2$; the adjoint swaps the outer terms and fixes the middle one when $A^\dagger = A$ and $B^\dagger = B$. The same holds for $[B,[B,A]]$, so $H$ and $Q$ are self-adjoint for real $c$ and $k$. The Dolan-Grady relations play no part. The `simp only` calls push `star` through sums and products, and `module` matches the reordered words.

```lean
/-- For self-adjoint `A`, `B` and self-conjugate scalars `c`, `k`, both the Hamiltonian and
the charge are self-adjoint. -/
theorem charge_selfAdjoint [StarRing R] [StarRing 𝒜] [StarModule R 𝒜] {c k : R} {A B : 𝒜}
    (hc : IsSelfAdjoint c) (hk : IsSelfAdjoint k) (hA : IsSelfAdjoint A)
    (hB : IsSelfAdjoint B) :
    IsSelfAdjoint (hamiltonian k A B) ∧ IsSelfAdjoint (charge c k A B) := by
  constructor
  · show star _ = _
    simp only [hamiltonian, star_add, star_smul, hk.star_eq, hA.star_eq, hB.star_eq]
  · show star _ = _
    simp only [charge, comm, star_add, star_sub, star_mul, star_smul, hc.star_eq, hk.star_eq,
      hA.star_eq, hB.star_eq, mul_sub, sub_mul, mul_assoc]
    module
```

Q: Which operators obey the relations?

A: Any pair with $A^2 = B^2 = 1$, for $c = 4$. There $[A,[A,B]] = 2B - 2ABA$, and one more commutator gives $2[A,B] - 2(BA - AB) = 4[A,B]$; exchanging the letters gives the second relation. The charge is
$$Q = -2(B + ABA) - 2k(A + BAB) = -2H(AB + BA),$$
since $A(AB + BA) = B + ABA$ and $B(AB + BA) = BAB + A$. After expansion, `hA'` and `hB'` cancel a repeated letter that is followed by further letters, `hA` and `hB` cancel one at the end of a word, and `module` compares the coefficients of the remaining words.

```lean
/-- Two operators with `A² = B² = 1` obey the Dolan-Grady relations with `c = 4`, and the
charge is then `-2 H (A B + B A)`. -/
theorem involutions_dolanGrady {A B : 𝒜} (hA : A * A = 1) (hB : B * B = 1) (k : R) :
    DolanGrady (4 : R) A B ∧
      charge 4 k A B = (-2 : R) • (hamiltonian k A B * (A * B + B * A)) := by
  have hA' : ∀ x, A * (A * x) = x := fun x => by rw [← mul_assoc, hA, one_mul]
  have hB' : ∀ x, B * (B * x) = x := fun x => by rw [← mul_assoc, hB, one_mul]
  refine ⟨⟨?_, ?_⟩, ?_⟩
  · simp only [comm, mul_sub, sub_mul, mul_assoc, hA', hA, mul_one]
    module
  · simp only [comm, mul_sub, sub_mul, mul_assoc, hB', hB, mul_one]
    module
  · simp only [charge, hamiltonian, comm, mul_sub, sub_mul, mul_add, add_mul, smul_mul_assoc,
      mul_assoc, hA', hB', hA, hB, mul_one]
    module

end Algebraic
```

Q: Commutation is algebra. Where is time?

A: In `charge_conserved`, for complex matrices indexed by a finite type `n`, a real time $t$ and $\hbar = 1$. The Heisenberg operator $e^{itH} Q e^{-itH}$ equals $Q$ at every $t$. Since $Q$ commutes with $itH$ (`h1`), it commutes with the exponential series (`h2`) and moves to the left. The exponents $itH$ and $-itH$ commute (`h3`), so $e^{itH}e^{-itH} = e^{0} = 1$. Here $c$ and $k$ may be complex and no self-adjointness is assumed; the reading as unitary evolution applies when $H$ is self-adjoint. When $A$ and $B$ are finite matrices that obey the relations and $H = A + kB$ is self-adjoint and time-independent, the expectation value of $Q$ stays constant, which a numerical propagation can be checked against. Infinite dimension and a time-dependent coupling are not covered.

```lean
/-- For complex matrices obeying the Dolan-Grady relations, the charge is unchanged by the
Heisenberg evolution: `exp(i t H) Q exp(-i t H) = Q` at every time `t`. -/
theorem charge_conserved {n : Type*} [Fintype n] [DecidableEq n] {c : ℂ}
    {A B : Matrix n n ℂ} (h : DolanGrady c A B) (k : ℂ) (t : ℝ) :
    NormedSpace.exp ((I * t) • hamiltonian k A B) * charge c k A B *
      NormedSpace.exp (-((I * t) • hamiltonian k A B)) = charge c k A B := by
  have h1 : Commute (charge c k A B) ((I * t) • hamiltonian k A B) :=
    (charge_commutes h k).symm.smul_right _
  -- Q commutes with the propagator, which then cancels against its inverse
  have h2 : Commute (charge c k A B) (NormedSpace.exp ((I * t) • hamiltonian k A B)) :=
    h1.exp_right
  have h3 : Commute ((I * t) • hamiltonian k A B) (-((I * t) • hamiltonian k A B)) :=
    (Commute.refl _).neg_right
  rw [← h2.eq, mul_assoc, ← Matrix.exp_add_of_commute _ _ h3, add_neg_cancel,
    NormedSpace.exp_zero, mul_one]
```

Q: For $A = X$ and $B = Z$ your formula gives $Q = 0$, because the two anticommute. Is the charge ever more than zero or a copy of $H$?

A: Yes, for two spins. Number the product basis $\uparrow\uparrow, \uparrow\downarrow, \downarrow\uparrow, \downarrow\downarrow$ from $0$ to $3$, as `Fin 4` does, and take $A = X\otimes 1 + 1\otimes X$ and $B = 2\,Z\otimes Z$. This is the transverse-field Ising model on a ring of two sites, whose two bonds coincide and give the factor $2$. Both operators are entered as explicit matrices.

```lean
/-- The transverse-field operator `X ⊗ 1 + 1 ⊗ X` of two spins in the product basis. -/
def fieldTerm : Matrix (Fin 4) (Fin 4) ℂ :=
  !![0, 1, 1, 0; 1, 0, 0, 1; 1, 0, 0, 1; 0, 1, 1, 0]

/-- The coupling operator `2 Z ⊗ Z` of two spins in the product basis. -/
def bondTerm : Matrix (Fin 4) (Fin 4) ℂ :=
  !![2, 0, 0, 0; 0, -2, 0, 0; 0, 0, -2, 0; 0, 0, 0, 2]
```

From $[X,Z] = -2iY$ and $[X,Y] = 2iZ$,
$$[A,B] = -4i\,(Y\otimes Z + Z\otimes Y), \qquad [A,[A,B]] = 16\,(Z\otimes Z - Y\otimes Y),$$
which are the matrices in `h1` and `h2`. Commuting once more with $A$, and using $[A, Y\otimes Y] = 2i\,(Z\otimes Y + Y\otimes Z)$, gives $-64i\,(Y\otimes Z + Z\otimes Y) = 16[A,B]$. Each term of $A$ anticommutes with $B$, and $B^2 = 4$, so $[B,[B,A]] = 4B^2A = 16A$. This is `h4`, and the second relation follows by linearity. Hence $Q_1 = 0$ and $Q = -16\,(Z\otimes Z + Y\otimes Y)$ for every $k$. Entry $(0,1)$ of $[A,B]$ is $-4$, so the operators don't commute. Entry $(0,3)$ of $Q$ is $16$, while that entry vanishes in the identity and in $H$, so $Q \neq a\,1 + bH$ for all complex $k$, $a$, $b$. Each entrywise identity is split by `fin_cases` into sixteen cases, which are then evaluated.

```lean
/-- The two-spin operators `X ⊗ 1 + 1 ⊗ X` and `2 Z ⊗ Z` are self-adjoint, do not commute and
obey the Dolan-Grady relations with `c = 16`; their charge is never a linear combination of
the identity and the Hamiltonian. -/
theorem dolanGrady_witness :
    DolanGrady (16 : ℂ) fieldTerm bondTerm ∧ IsSelfAdjoint fieldTerm ∧
      IsSelfAdjoint bondTerm ∧ comm fieldTerm bondTerm ≠ 0 ∧
      ∀ k a b : ℂ, charge 16 k fieldTerm bondTerm ≠
        a • (1 : Matrix (Fin 4) (Fin 4) ℂ) + b • hamiltonian k fieldTerm bondTerm := by
  have h1 : comm fieldTerm bondTerm =
      !![0, -4, -4, 0; 4, 0, 0, 4; 4, 0, 0, 4; 0, -4, -4, 0] := by
    ext i j
    fin_cases i <;> fin_cases j <;>
      simp [comm, fieldTerm, bondTerm] <;> norm_num
  have h2 : comm fieldTerm (comm fieldTerm bondTerm) =
      !![16, 0, 0, 16; 0, -16, -16, 0; 0, -16, -16, 0; 16, 0, 0, 16] := by
    rw [h1]
    ext i j
    fin_cases i <;> fin_cases j <;>
      simp [comm, fieldTerm] <;> norm_num
  have h3 : comm bondTerm fieldTerm =
      !![0, 4, 4, 0; -4, 0, 0, -4; -4, 0, 0, -4; 0, 4, 4, 0] := by
    ext i j
    fin_cases i <;> fin_cases j <;>
      simp [comm, fieldTerm, bondTerm] <;> norm_num
  have h4 : comm bondTerm (comm bondTerm fieldTerm) = (16 : ℂ) • fieldTerm := by
    rw [h3]
    ext i j
    fin_cases i <;> fin_cases j <;>
      simp [comm, fieldTerm, bondTerm] <;> norm_num
  refine ⟨⟨?_, ?_⟩, ?_, ?_, ?_, ?_⟩
  · rw [h2, h1]
    ext i j
    fin_cases i <;> fin_cases j <;>
      simp [comm, fieldTerm] <;> norm_num
  · rw [h4]
    simp only [comm, smul_mul_assoc, mul_smul_comm, smul_sub]
  · show star _ = _
    ext i j
    fin_cases i <;> fin_cases j <;> simp [fieldTerm, Matrix.star_apply]
  · show star _ = _
    ext i j
    fin_cases i <;> fin_cases j <;> simp [bondTerm, Matrix.star_apply]
  · intro h
    rw [h1] at h
    have h01 := congrFun (congrFun h 0) 1
    simp at h01
  · intro k a b h
    -- the corner entry of Q is 16, that of 1 and of H is 0
    rw [charge, h2, h4, sub_self, smul_zero, add_zero] at h
    have h03 := congrFun (congrFun h 0) 3
    simp [hamiltonian, fieldTerm, bondTerm] at h03

end OnsagerCharge
```

Q: Does that make $Q$ independent of $H$, and the model integrable?

A: Neither is claimed. Only linear combinations of $1$ and $H$ are excluded. For real $k \neq 0$ the two-spin $H$ has the four distinct eigenvalues $\pm 2k$ and $\pm 2\sqrt{1+k^2}$, and a matrix that commutes with such an $H$ is a polynomial in it. That spectrum, the selection-rule reading and the counter-example with $B = 2Z$ are my own working and not among the compiled theorems. As for integrability, the usual argument rests on a whole sequence of mutually commuting charges built from the Onsager algebra, whereas these theorems concern a single charge and its commutator with $H$, and no chain longer than two sites is shown to obey the relations.

```lean
#print axioms OnsagerCharge.charge_commutes_iff
#print axioms OnsagerCharge.charge_selfAdjoint
#print axioms OnsagerCharge.involutions_dolanGrady
#print axioms OnsagerCharge.charge_conserved
```

```
'OnsagerCharge.charge_commutes_iff' depends on axioms: [propext, Quot.sound]
'OnsagerCharge.charge_selfAdjoint' depends on axioms: [propext, Classical.choice, Quot.sound]
'OnsagerCharge.involutions_dolanGrady' depends on axioms: [propext, Quot.sound]
'OnsagerCharge.charge_conserved' depends on axioms: [propext, Classical.choice, Quot.sound]
```
